# An averaged specularity never overestimates the mean specular boundary path

A carrier travels a distance \(L\) to its first wall encounter and \(2L\) from each encounter to the next; each encounter is specular with probability \(p\), independently of the others, and the path ends at the first diffuse one. The mean of this path is `meanPath L p`, and `modeAverage w f` is the average \(\sum_i w_i f_i\) over finitely many modes, whose weights the general theorems take to be positive with sum one. In the comparison of the title all modes share one \(L>0\) and have specularities in \([0,1)\): the mean path at the average specularity is then at most the average of the mean paths.

```lean
import Mathlib

open Finset

namespace SpecularBoundaryPath

noncomputable section

/-- Probability of exactly `n` specular reflections followed by a diffuse one, when each wall
encounter is independently specular with probability `p`. -/
def reflectionProb (p : ℝ) (n : ℕ) : ℝ := (1 - p) * p ^ n

/-- Path travelled up to the diffuse event after `n` specular reflections: a distance `L` to the
first wall encounter and `2 L` between successive encounters. -/
def flightPath (L : ℝ) (n : ℕ) : ℝ := (2 * n + 1) * L

/-- Mean boundary-limited path at specularity `p`, for `0 ≤ p < 1`: the flight path averaged over
the number of specular reflections. -/
def meanPath (L p : ℝ) : ℝ := ∑' n : ℕ, reflectionProb p n * flightPath L n

/-- Average of a mode property `f` with mode weights `w`. -/
def modeAverage {ι : Type*} [Fintype ι] (w f : ι → ℝ) : ℝ := ∑ i, w i * f i

/-- For `0 ≤ p < 1` the probabilities of the possible numbers of specular reflections
sum to one. -/
theorem hasSum_reflectionProb {p : ℝ} (h0 : 0 ≤ p) (h1 : p < 1) :
    HasSum (reflectionProb p) 1 := by
  have hne : 1 - p ≠ 0 := by linarith
  have h := (hasSum_geometric_of_lt_one h0 h1).mul_left (1 - p)
  rw [mul_inv_cancel₀ hne] at h
  exact h

/-- For `0 ≤ p < 1` the series for the mean path converges to `L (1 + p) / (1 - p)`. -/
theorem hasSum_path (L : ℝ) {p : ℝ} (h0 : 0 ≤ p) (h1 : p < 1) :
    HasSum (fun n : ℕ => reflectionProb p n * flightPath L n) (L * ((1 + p) / (1 - p))) := by
  have hne : 1 - p ≠ 0 := by linarith
  have hn : ‖p‖ < 1 := by rwa [Real.norm_of_nonneg h0]
  -- the first moment of the geometric series, plus the geometric series itself
  have h := ((hasSum_coe_mul_geometric_of_norm_lt_one hn).mul_left (2 * L * (1 - p))).add
    ((hasSum_geometric_of_lt_one h0 h1).mul_left (L * (1 - p)))
  have hf : (fun n : ℕ => reflectionProb p n * flightPath L n) =
      fun n : ℕ => 2 * L * (1 - p) * (n * p ^ n) + L * (1 - p) * p ^ n := by
    funext n
    simp only [reflectionProb, flightPath]
    ring
  have hv : L * ((1 + p) / (1 - p)) =
      2 * L * (1 - p) * (p / (1 - p) ^ 2) + L * (1 - p) * (1 - p)⁻¹ := by
    field_simp
    ring
  rw [hf, hv]
  exact h

/-- Specular enhancement: for `0 ≤ p < 1` the mean path is `L` times `(1 + p) / (1 - p)`. -/
theorem meanPath_eq (L : ℝ) {p : ℝ} (h0 : 0 ≤ p) (h1 : p < 1) :
    meanPath L p = L * ((1 + p) / (1 - p)) :=
  (hasSum_path L h0 h1).tsum_eq

variable {ι : Type*} [Fintype ι] {w p : ι → ℝ}

/-- With positive weights summing to one, the average of specularities in `[0, 1)` lies again
in `[0, 1)`. -/
theorem averageSpecularity_mem (hw : ∀ i, 0 < w i) (hsum : ∑ i, w i = 1)
    (h0 : ∀ i, 0 ≤ p i) (h1 : ∀ i, p i < 1) :
    0 ≤ modeAverage w p ∧ modeAverage w p < 1 := by
  refine ⟨Finset.sum_nonneg fun i _ => mul_nonneg (hw i).le (h0 i), ?_⟩
  have hne : (univ : Finset ι).Nonempty :=
    Finset.nonempty_of_sum_ne_zero (f := w) (by rw [hsum]; norm_num)
  calc modeAverage w p < ∑ i, w i :=
        Finset.sum_lt_sum_of_nonempty hne fun i _ => by nlinarith [hw i, h1 i]
    _ = 1 := hsum

/-- Exact error made by inserting the average specularity `q` into the mean path, for positive
weights summing to one and specularities in `[0, 1)`: it is `2 L` times the mode average of
`(p i - q)² / ((1 - p i) (1 - q)²)`. -/
theorem path_gap (L : ℝ) (hw : ∀ i, 0 < w i) (hsum : ∑ i, w i = 1)
    (h0 : ∀ i, 0 ≤ p i) (h1 : ∀ i, p i < 1) :
    modeAverage w (fun i => meanPath L (p i)) - meanPath L (modeAverage w p) =
      2 * L * modeAverage w (fun i => (p i - modeAverage w p) ^ 2 /
        ((1 - p i) * (1 - modeAverage w p) ^ 2)) := by
  obtain ⟨hq0, hq1⟩ := averageSpecularity_mem hw hsum h0 h1
  obtain ⟨q, hq⟩ : ∃ q, modeAverage w p = q := ⟨_, rfl⟩
  rw [hq] at hq0 hq1 ⊢
  have hqne : 1 - q ≠ 0 := by linarith
  -- value and tangent at `q`, plus an exact remainder
  have key : ∀ i, meanPath L (p i) = meanPath L q + 2 * L / (1 - q) ^ 2 * (p i - q) +
      2 * L * ((p i - q) ^ 2 / ((1 - p i) * (1 - q) ^ 2)) := by
    intro i
    have hi : 1 - p i ≠ 0 := by linarith [h1 i]
    rw [meanPath_eq L (h0 i) (h1 i), meanPath_eq L hq0 hq1]
    field_simp
    ring
  have hs : ∑ i, w i * meanPath L (p i) =
      meanPath L q * ∑ i, w i + 2 * L / (1 - q) ^ 2 * ∑ i, w i * p i
        - 2 * L / (1 - q) ^ 2 * q * ∑ i, w i
        + 2 * L * ∑ i, w i * ((p i - q) ^ 2 / ((1 - p i) * (1 - q) ^ 2)) := by
    simp only [Finset.mul_sum, ← Finset.sum_add_distrib, ← Finset.sum_sub_distrib]
    exact Finset.sum_congr rfl fun i _ => by linear_combination w i * key i
  -- the tangent term averages to zero
  simp only [modeAverage] at hq ⊢
  linear_combination hs + (meanPath L q - 2 * L / (1 - q) ^ 2 * q) * hsum
    + 2 * L / (1 - q) ^ 2 * hq

/-- For `L > 0`, positive weights summing to one and specularities in `[0, 1)`, the mean path at
the average specularity is at most the average mean path, with equality exactly when all modes
have the same specularity. -/
theorem meanPath_average_le {L : ℝ} (hL : 0 < L) (hw : ∀ i, 0 < w i) (hsum : ∑ i, w i = 1)
    (h0 : ∀ i, 0 ≤ p i) (h1 : ∀ i, p i < 1) :
    meanPath L (modeAverage w p) ≤ modeAverage w (fun i => meanPath L (p i)) ∧
    (meanPath L (modeAverage w p) = modeAverage w (fun i => meanPath L (p i)) ↔
      ∀ i j, p i = p j) := by
  have hq1 := (averageSpecularity_mem hw hsum h0 h1).2
  have gap := path_gap L hw hsum h0 h1
  have hD : ∀ i, 0 < (1 - p i) * (1 - modeAverage w p) ^ 2 := fun i =>
    mul_pos (by linarith [h1 i]) (pow_pos (by linarith) 2)
  have hnn : ∀ i ∈ (univ : Finset ι), 0 ≤ w i * ((p i - modeAverage w p) ^ 2 /
      ((1 - p i) * (1 - modeAverage w p) ^ 2)) := fun i _ =>
    mul_nonneg (hw i).le (div_nonneg (sq_nonneg _) (hD i).le)
  have hS : 0 ≤ modeAverage w (fun i => (p i - modeAverage w p) ^ 2 /
      ((1 - p i) * (1 - modeAverage w p) ^ 2)) := Finset.sum_nonneg hnn
  refine ⟨by linarith [mul_nonneg (by linarith : 0 ≤ 2 * L) hS], fun h => ?_, fun h => ?_⟩
  · -- a vanishing error forces every mode to sit at the average
    rw [h, sub_self] at gap
    have hz := (mul_eq_zero.mp gap.symm).resolve_left (by linarith)
    have hall : ∀ i, p i = modeAverage w p := by
      intro i
      have hi := (Finset.sum_eq_zero_iff_of_nonneg hnn).mp hz i (Finset.mem_univ i)
      have h2 := (mul_eq_zero.mp hi).resolve_left (hw i).ne'
      have h3 := (div_eq_zero_iff.mp h2).resolve_right (hD i).ne'
      exact sub_eq_zero.mp ((pow_eq_zero_iff two_ne_zero).mp h3)
    exact fun i j => (hall i).trans (hall j).symm
  · have hall : ∀ i, p i = modeAverage w p := by
      intro i
      have hc : modeAverage w p = ∑ j, w j * p i :=
        Finset.sum_congr rfl fun j _ => by rw [h j i]
      rw [hc, ← Finset.sum_mul, hsum, one_mul]
    have hc : modeAverage w (fun i => meanPath L (p i)) =
        ∑ i, w i * meanPath L (modeAverage w p) :=
      Finset.sum_congr rfl fun i _ => congrArg (fun x => w i * meanPath L x) (hall i)
    rw [hc, ← Finset.sum_mul, hsum, one_mul]

/-- For `L > 0`, positive weights summing to one and specularities in `[0, 1)` with average `q`,
the underestimate is at least `2 L / (1 - q)²` times the variance of the specularity. -/
theorem variance_le_gap {L : ℝ} (hL : 0 < L) (hw : ∀ i, 0 < w i) (hsum : ∑ i, w i = 1)
    (h0 : ∀ i, 0 ≤ p i) (h1 : ∀ i, p i < 1) :
    2 * L * (modeAverage w (fun i => (p i - modeAverage w p) ^ 2) / (1 - modeAverage w p) ^ 2) ≤
      modeAverage w (fun i => meanPath L (p i)) - meanPath L (modeAverage w p) := by
  have hq1 := (averageSpecularity_mem hw hsum h0 h1).2
  rw [path_gap L hw hsum h0 h1]
  obtain ⟨q, hq⟩ : ∃ q, modeAverage w p = q := ⟨_, rfl⟩
  rw [hq] at hq1 ⊢
  have hD : 0 < (1 - q) ^ 2 := pow_pos (by linarith) 2
  refine mul_le_mul_of_nonneg_left ?_ (by linarith)
  simp only [modeAverage]
  rw [Finset.sum_div]
  refine Finset.sum_le_sum fun i _ => ?_
  rw [mul_div_assoc]
  -- dividing by `1 - p i ≤ 1` can only increase a term
  refine mul_le_mul_of_nonneg_left ?_ (hw i).le
  exact div_le_div_of_nonneg_left (sq_nonneg _) (mul_pos (by linarith [h1 i]) hD)
    (by nlinarith [h0 i])

/-- Two equally weighted modes, one fully diffuse and one of specularity `r` in `[0, 1)`, with
`L > 0`: the average mean path is `L / (1 - r)`, while the mean path at the average specularity
stays below `3 L`. -/
theorem diffuse_and_specular_mode {L r : ℝ} (hL : 0 < L) (h0 : 0 ≤ r) (h1 : r < 1) :
    modeAverage ![1 / 2, 1 / 2] (fun i : Fin 2 => meanPath L (![0, r] i)) = L / (1 - r) ∧
    meanPath L (modeAverage (ι := Fin 2) ![1 / 2, 1 / 2] ![0, r]) < 3 * L := by
  constructor
  · have hs : modeAverage ![1 / 2, 1 / 2] (fun i : Fin 2 => meanPath L (![0, r] i)) =
        1 / 2 * meanPath L 0 + 1 / 2 * meanPath L r := by
      simp [modeAverage, Fin.sum_univ_two]
    have hne : 1 - r ≠ 0 := by linarith
    rw [hs, meanPath_eq L le_rfl one_pos, meanPath_eq L h0 h1]
    field_simp
    ring
  · have hq : modeAverage (ι := Fin 2) ![1 / 2, 1 / 2] ![0, r] = r / 2 := by
      simp [modeAverage, Fin.sum_univ_two]
      ring
    rw [hq, meanPath_eq L (by linarith) (by linarith)]
    have hb : (1 + r / 2) / (1 - r / 2) < 3 := by
      rw [div_lt_iff₀ (by linarith)]
      linarith
    nlinarith [mul_pos hL (sub_pos.mpr hb)]

end

end SpecularBoundaryPath
```

```lean
#print axioms SpecularBoundaryPath.hasSum_reflectionProb
#print axioms SpecularBoundaryPath.meanPath_average_le
#print axioms SpecularBoundaryPath.variance_le_gap
#print axioms SpecularBoundaryPath.diffuse_and_specular_mode
```

```
'SpecularBoundaryPath.hasSum_reflectionProb' depends on axioms: [propext, Classical.choice, Quot.sound]
'SpecularBoundaryPath.meanPath_average_le' depends on axioms: [propext, Classical.choice, Quot.sound]
'SpecularBoundaryPath.variance_le_gap' depends on axioms: [propext, Classical.choice, Quot.sound]
'SpecularBoundaryPath.diffuse_and_specular_mode' depends on axioms: [propext, Classical.choice, Quot.sound]
```

## The path as a sum over reflections

Exactly \(n\) specular reflections followed by a diffuse one have probability \((1-p)p^n\), which is `reflectionProb p n`. The path is then \(L+2nL=(2n+1)L\), which is `flightPath L n`. These lengths are postulated: they fit a carrier that starts midway between two parallel walls and keeps its angle to them. The mean path is defined as the infinite series, so its closed form has to be proved.

For \(0\le p<1\) the geometric series gives \(\sum_{n\ge0}p^n=1/(1-p)\), so the probabilities sum to one. Let \(S=\sum_{n\ge0}np^n\), which converges. Then

\[
S-pS=\sum_{n\ge1}p^n=\frac{p}{1-p},\qquad S=\frac{p}{(1-p)^2}.
\]

The mean path is therefore

\[
\Lambda(p)=L(1-p)\left(2S+\frac1{1-p}\right)
=L\left(\frac{2p}{1-p}+1\right)=L\,\frac{1+p}{1-p}.
\]

In Lean, `hasSum_reflectionProb` and `hasSum_path` state convergence together with the value of the sum, and `meanPath_eq` turns the second into an equation for `meanPath`. The proof of `hasSum_path` adds multiples of the same two series, and `field_simp` and `ring` simplify the result.

The condition \(p<1\) matters physically. At \(p=1\) no diffuse event ever occurs, yet every term of the defining series is zero, so the series no longer describes the path.

## The exact error of the averaged specularity

Let mode \(i\) have specularity \(p_i\in[0,1)\) and weight \(w_i>0\), with \(\sum_i w_i=1\), and set \(q=\sum_i w_ip_i\). All modes share the same \(L\). Clearly \(q\ge0\). Since the weights sum to one, there is at least one mode, and \(w_ip_i<w_i\) for each of them gives \(q<1\). This is `averageSpecularity_mem`; it ensures that the closed form also applies at \(q\).

Writing \(\Lambda(p)=L\,[2/(1-p)-1]\), we get

\[
\Lambda(p_i)-\Lambda(q)=\frac{2L(p_i-q)}{(1-p_i)(1-q)}.
\]

The tangent at \(q\) has slope \(2L/(1-q)^2\). Subtracting its contribution leaves

\[
\frac{2L(p_i-q)}{1-q}\left(\frac1{1-p_i}-\frac1{1-q}\right)
=\frac{2L(p_i-q)^2}{(1-p_i)(1-q)^2}.
\]

In the average over modes the tangent term vanishes, because \(\sum_i w_i(p_i-q)=q-q=0\). Hence

\[
\sum_i w_i\Lambda(p_i)-\Lambda(q)
=2L\sum_i w_i\frac{(p_i-q)^2}{(1-p_i)(1-q)^2}.
\]

This is `path_gap`, which holds for every real \(L\). In its proof, `key` is the tangent formula for one mode, `hs` is its weighted sum, and the final `linear_combination` uses the normalisation and the definition of \(q\) to remove the linear term.

## Inequality, equality and a variance bound

For \(L>0\) every term on the right is nonnegative, so \(\Lambda(q)\le\sum_i w_i\Lambda(p_i)\). If equality holds, every term is zero; since the weights and denominators are positive, each \(p_i\) equals \(q\). Conversely, if all \(p_i\) agree, their average is the common value and the two sides coincide. The theorem `meanPath_average_le` states the inequality and this equivalence, with agreement written as `∀ i j, p i = p j`. The underestimate is thus strict as soon as two modes differ in specularity. With a single mode there is nothing to average, and the error is zero.

Since \(0<1-p_i\le1\), dropping the factor \(1/(1-p_i)\) can only lower each term. This gives `variance_le_gap`:

\[
\sum_i w_i\Lambda(p_i)-\Lambda(q)\ \ge\
\frac{2L}{(1-q)^2}\sum_i w_i(p_i-q)^2 .
\]

Its proof rewrites the error with `path_gap` and compares the sums term by term. The same comparison in the other direction gives a neighbouring estimate: if all \(p_i\le P<1\), the error is at most \(1/(1-P)\) times the right-hand side above.

## One diffuse and one nearly specular mode

Take two modes of weight \(1/2\), with specularities \(0\) and \(r\in[0,1)\). The average of the mean paths is

\[
\frac L2\left(1+\frac{1+r}{1-r}\right)=\frac{L}{1-r},
\]

whereas the averaged specularity \(r/2\) gives

\[
\Lambda(r/2)=L\,\frac{2+r}{2-r}<3L,
\]

because \(2+r<3(2-r)\) is equivalent to \(r<1\). Both statements form `diffuse_and_specular_mode`, where `![0, r]` lists the specularities; the proof evaluates the two averages and applies `meanPath_eq`. As \(r\) approaches \(1\), the true average grows without bound while the estimate stays below \(3L\).

## Bearing on thermal conductivity

In a phonon model with finitely many modes, specularities below one, a common \(L>0\) and boundary scattering only, let each mode contribute to the conductivity in proportion to heat capacity times speed times mean path. With weights proportional to heat capacity times speed, a product taken to be positive for every mode, replacing the mode specularities by their weighted mean then underestimates the conductivity unless they all agree. The model leaves out scattering inside the material and the dependence of the distance to the wall on a mode's direction of travel.
